# The lower root of the secular equation is the lowest energy of one Kramers component in a two-orbital model with spin–orbit and Zeeman coupling

The theorem `lowerLevel_isLeast` concerns a 2 × 2 Hamiltonian for one Kramers component `s`, physically `s = 1` or `s = -1`, with the field `B` in units where the Bohr magneton is 1. Two orbitals at energies 0 and `D` are coupled by the imaginary elements ±i(sζ/2 + B) from spin–orbit coupling and the orbital Zeeman term, and both are shifted by the spin Zeeman energy `s * g * B / 2`. For all real values of the parameters, the theorem states that s g B/2 + (D − √(D² + 4(sζ/2 + B)²))/2 is the least element of the set of energies of this component, that is, of the real numbers that have a nonzero eigenvector, normalised or not. The proof has two parts, both resting on the secular equation `mem_energies_iff`: the formula solves this equation, and no energy `E` lies below it. For the second part, the attempt shows that the square of `D - 2 * (E - s * g * B / 2)` equals the discriminant, and from this it bounds `E` from below.

The failing Lean file:

```lean
import Mathlib

open Matrix Filter Topology

namespace LowerLevelIsLeast

noncomputable section

/-- The Hamiltonian of the Kramers component `s` in a field `B`: two orbitals with gap `D`, coupled
by the imaginary element of spin-orbit coupling and orbital Zeeman term, plus the spin Zeeman
energy `s g B / 2`. -/
def hamiltonian (D ζ g s B : ℝ) : Matrix (Fin 2) (Fin 2) ℂ :=
  !![0, -Complex.I * ((s * ζ / 2 + B : ℝ) : ℂ);
     Complex.I * ((s * ζ / 2 + B : ℝ) : ℂ), (D : ℂ)] + ((s * g * B / 2 : ℝ) : ℂ) • 1

/-- The energies of a two-level Hamiltonian: the real numbers that have a nonzero eigenvector. -/
def energies (M : Matrix (Fin 2) (Fin 2) ℂ) : Set ℝ :=
  {E | ∃ v : Fin 2 → ℂ, v ≠ 0 ∧ M *ᵥ v = (E : ℂ) • v}

/-- The lower root of the secular equation as a function of the field. -/
def lowerLevel (D ζ g s B : ℝ) : ℝ :=
  s * g * B / 2 + (D - √(D ^ 2 + 4 * (s * ζ / 2 + B) ^ 2)) / 2

/-- The secular equation: `E` is an energy exactly when, measured from the spin Zeeman energy, its
signed distances from the two uncoupled levels `0` and `D` multiply to the squared coupling. -/
theorem mem_energies_iff (D ζ g s B E : ℝ) :
    E ∈ energies (hamiltonian D ζ g s B) ↔
      (E - s * g * B / 2) * (E - s * g * B / 2 - D) = (s * ζ / 2 + B) ^ 2 := by
  have h1 : ∀ v : Fin 2 → ℂ, hamiltonian D ζ g s B *ᵥ v = (E : ℂ) • v ↔
      (hamiltonian D ζ g s B - (E : ℂ) • 1) *ᵥ v = 0 := by
    intro v
    rw [Matrix.sub_mulVec, Matrix.smul_mulVec, Matrix.one_mulVec, sub_eq_zero]
  have h2 : (hamiltonian D ζ g s B - (E : ℂ) • 1).det =
      (((E - s * g * B / 2) * (E - s * g * B / 2 - D) - (s * ζ / 2 + B) ^ 2 : ℝ) : ℂ) := by
    rw [Matrix.det_fin_two]
    simp [hamiltonian]
    linear_combination ((s : ℂ) * ζ / 2 + B) ^ 2 * Complex.I_sq
  -- a nonzero eigenvector exists exactly when the secular determinant vanishes
  have h3 : E ∈ energies (hamiltonian D ζ g s B) ↔
      (hamiltonian D ζ g s B - (E : ℂ) • 1).det = 0 := by
    rw [← Matrix.exists_mulVec_eq_zero_iff]
    simp only [energies, Set.mem_ofPred_eq, h1]
  rw [h3, h2, Complex.ofReal_eq_zero, sub_eq_zero]

/-- The lower root of the secular equation is the lowest energy of the Hamiltonian. -/
theorem lowerLevel_isLeast (D ζ g s B : ℝ) :
    IsLeast (energies (hamiltonian D ζ g s B)) (lowerLevel D ζ g s B) := by
  have hsq : √(D ^ 2 + 4 * (s * ζ / 2 + B) ^ 2) ^ 2 = D ^ 2 + 4 * (s * ζ / 2 + B) ^ 2 :=
    Real.sq_sqrt (by positivity)
  have h0 := Real.sqrt_nonneg (D ^ 2 + 4 * (s * ζ / 2 + B) ^ 2)
  constructor
  · rw [mem_energies_iff]
    unfold lowerLevel
    linear_combination hsq / 4
  · intro E hE
    rw [mem_energies_iff] at hE
    unfold lowerLevel
    -- twice the distance of E from the mean level is a square root of the discriminant
    have h : (D - 2 * (E - s * g * B / 2)) ^ 2 =
        √(D ^ 2 + 4 * (s * ζ / 2 + B) ^ 2) ^ 2 := by
      linear_combination 4 * hE - hsq
    have h' := abs_le_of_sq_le_sq h.le h0
    linarith [h'.2]

end

end LowerLevelIsLeast
```

Lean reports:

```
Main.lean:63:14: error: Invalid projection: Projections extract constructor fields for one-constructor inductive types. The expression
  h'
has type
  Real.le✝ |D - 2 * (E - s * g * B / 2)| √(D ^ 2 + 4 * (s * ζ / 2 + B) ^ 2)
which is not a one-constructor inductive type.
```

Cause. The error is in the last step of the lower bound. `abs_le_of_sq_le_sq` turns the comparison of squares into a single inequality, `|D - 2 * (E - s * g * B / 2)| ≤ √(D ^ 2 + 4 * (s * ζ / 2 + B) ^ 2)`. The attempt then writes `h'.2`, as if `h'` were a conjunction of two bounds. Lean looks for a type with one constructor whose fields it could extract, but finds only the order relation on the reals, which the message shows as `Real.le`, and rejects the projection.

The repair keeps `h'` and applies `abs_le.mp` to it, which splits the bound on the absolute value into a conjunction: the expression is at least minus the root and at most the root. Now `.2` is valid and gives `D - 2 * (E - s * g * B / 2) ≤ √(D ^ 2 + 4 * (s * ζ / 2 + B) ^ 2)`. Solved for `E`, this is exactly the required lower bound, and `linarith` closes the goal.

This version goes through:

```diff
@@ -61,5 +61,5 @@
       linear_combination 4 * hE - hsq
     have h' := abs_le_of_sq_le_sq h.le h0
-    linarith [h'.2]
+    linarith [(abs_le.mp h').2]
 
 end
```
